# On a ring with an even number n of sites and unit hopping, a staggered potential ±m gives exactly the energies ±√(m² + 4cos²(2πk/n))

A particle hops on a ring of $n$ sites, with $n$ even and at least 4, and the on-site energy alternates between $+m$ and $-m$:
$$(Hu)_j = -u_{j+1} - u_{j-1} + (-1)^j m\,u_j .$$
Its energies are $\pm\sqrt{m^2+4\cos^2(2\pi k/n)}$ with $k$ an integer, so none lies strictly between $-|m|$ and $|m|$. I know the usual argument with a doubled unit cell, but I would like to see the claim made rigorous, in both directions, and checked by a machine. Is every such number really an eigenvalue, including the awkward case $m=0$, and does the ring ever reach the gap edge $|m|$?

## Both directions hold for every positive even n

For every positive even $n$ and every real $m$, a complex number $E$ is an eigenvalue of $H$ if and only if $E=\pm\sqrt{m^2+4\cos^2(2\pi k/n)}$ for some integer $k$. Every eigenvalue satisfies $|E|\ge|m|$, and $|m|$ itself is an eigenvalue exactly when 4 divides $n$. The Lean file below proves all three statements.

### Squaring H removes the alternating term

Write $s_j=(-1)^j$ for $j=0,\dots,n-1$. Because $n$ is even, $s_{j\pm1}=-s_j$ holds at every site, including across the seam between $n-1$ and $0$. At the neighbours of $j$,
$$(Hu)_{j+1}=-u_{j+2}-u_j-s_jm\,u_{j+1},\qquad (Hu)_{j-1}=-u_j-u_{j-2}-s_jm\,u_{j-1}.$$
Substitute these into $(H^2u)_j=-(Hu)_{j+1}-(Hu)_{j-1}+s_jm(Hu)_j$. The terms $s_jm\,u_{j\pm1}$ cancel, and $s_j^2=1$ leaves
$$(H^2u)_j=u_{j+2}+u_{j-2}+(m^2+2)u_j .$$

This operator is translation invariant, so the discrete Fourier transform $\hat u_k=\sum_j e^{-2\pi ijk/n}u_j$ diagonalises it. A shift by two sites multiplies $\hat u_k$ by $e^{4\pi ik/n}$. If $Hu=Eu$, then $H^2u=E^2u$, and hence
$$E^2\hat u_k=\left(m^2+2+2\cos\frac{4\pi k}{n}\right)\hat u_k=\left(m^2+4\cos^2\frac{2\pi k}{n}\right)\hat u_k .$$
A nonzero $u$ has some $\hat u_k\neq0$. Dividing by it gives the formula for $E^2$.

### Two plane waves suffice for an eigenvector at every energy

Conversely, fix $k$, put $c=2\cos(2\pi k/n)$, and suppose $E^2=m^2+c^2$. Let $w_j=e^{2\pi ijk/n}$, and let $sw$ be the function with values $s_jw_j$. The neighbours of a site contribute the phases $e^{\pm2\pi ik/n}$, whose sum is $c$, so
$$Hw=-c\,w+m\,sw,\qquad H(sw)=c\,sw+m\,w .$$
For $v=(E-c)w+m\,sw$ this gives
$$Hv=(m^2+c^2-cE)\,w+mE\,sw=(E^2-cE)\,w+mE\,sw=Ev .$$

It remains to see when $v$ vanishes. At sites 0 and 1 that would require $E-c+m=0$ and $E-c-m=0$, hence $m=0$ and $E=c$. In that case $sw$ is itself an eigenvector with energy $c$. To normalise, divide $v$ by $\sqrt{n\,((E-c)^2+m^2)}$, or $sw$ by $\sqrt n$.

### When the ring reaches the gap edge

Since $4\cos^2(2\pi k/n)\ge0$, every energy has modulus at least $|m|$. Equality requires $\cos(2\pi k/n)=0$, that is, $4k=(2l+1)n$ for some integer $l$. With $n=2r$ this becomes $n=4(k-lr)$, so 4 divides $n$. If conversely $n=4q$, then $k=q$ gives $\cos(\pi/2)=0$.

### How the Lean definitions encode the ring

- **Sites and states.** Sites are elements of `ZMod n`, whose arithmetic supplies the periodic boundary condition. States are functions `ZMod n → ℂ`, with no normalisation required.
- **The sign.** `stag n j` is $(-1)^j$ evaluated on the representative `j.val` in $0,\dots,n-1$.
- **The Hamiltonian.** `hamiltonian n m u` is $Hu$. The hopping amplitude is the unit of energy and enters with a minus sign; the real number `m` is half the difference in on-site energy between the two kinds of site.
- **Eigenvalues.** `IsEnergy n m E` says that some nonzero `u` satisfies $Hu=Eu$. Here `E` is complex, so the reality of the spectrum is a consequence of the theorem and not an assumption.
- **Hypotheses.** `[NeZero n]` excludes $n=0$, and `Even n` makes the sign alternate all the way round.

The main theorem, `isEnergy_iff`, reads: `E` is an eigenvalue if and only if there is an integer `k` for which `E` equals `dispersion n m k` or its negative. The theorem `gap` gives the bound $|m|\le|E|$, and `gap_edge_iff` gives the divisibility criterion.

These theorems describe the set of eigenvalues, not their multiplicities; different $k$ can give the same energy. The model is one-dimensional, finite and non-interacting, with equal hopping on all bonds.

```lean
import Mathlib

open Real

namespace StaggeredRing

noncomputable section

/-- The staggered sign `(-1)^j` on the sites `0, …, n-1` of a ring. -/
def stag (n : ℕ) (j : ZMod n) : ℂ := (-1) ^ j.val

/-- Nearest-neighbour hopping on a ring of `n` sites with a staggered potential of strength `m`. -/
def hamiltonian (n : ℕ) (m : ℝ) (u : ZMod n → ℂ) : ZMod n → ℂ :=
  fun j => -u (j + 1) - u (j - 1) + stag n j * m * u j

/-- `E` is an eigenvalue of the staggered ring: some nonzero state `u` satisfies `H u = E u`. -/
def IsEnergy (n : ℕ) (m : ℝ) (E : ℂ) : Prop :=
  ∃ u : ZMod n → ℂ, u ≠ 0 ∧ hamiltonian n m u = E • u

/-- The dispersion relation `√(m² + 4 cos²(2πk/n))`. -/
def dispersion (n : ℕ) (m : ℝ) (k : ℤ) : ℝ :=
  √(m ^ 2 + 4 * Real.cos (2 * π * k / n) ^ 2)

variable {n : ℕ} [NeZero n]

/-- On a ring with an even number of sites the staggered sign flips from each site to the next. -/
theorem stag_add_one (hn : Even n) (j : ZMod n) : stag n (j + 1) = -stag n j := by
  have key : ∀ a : ℕ, (-1 : ℂ) ^ (a % n) = (-1) ^ a := by
    intro a
    conv_rhs => rw [← Nat.mod_add_div a n, pow_add, pow_mul, hn.neg_one_pow, one_pow, mul_one]
  unfold stag
  rw [ZMod.val_add, ZMod.val_one_eq_one_mod, Nat.add_mod_mod, key, pow_succ]
  ring

/-- On a ring with an even number of sites, the square of the Hamiltonian consists of hopping by two
sites and a constant on-site term `m² + 2`, with no staggered term. -/
theorem hamiltonian_sq (hn : Even n) (m : ℝ) (u : ZMod n → ℂ) (j : ZMod n) :
    hamiltonian n m (hamiltonian n m u) j
      = u (j + 2) + u (j - 2) + ((m : ℂ) ^ 2 + 2) * u j := by
  have hs : stag n j * stag n j = 1 := by
    unfold stag
    rw [← mul_pow]
    norm_num
  have hm : stag n (j - 1) = -stag n j := by
    have h := stag_add_one hn (j - 1)
    rw [sub_add_cancel] at h
    rw [h, neg_neg]
  have h1 : j + 1 + 1 = j + 2 := by ring
  have h2 : j - 1 - 1 = j - 2 := by ring
  simp only [hamiltonian, stag_add_one hn, hm, add_sub_cancel_right, sub_add_cancel, h1, h2]
  linear_combination ((m : ℂ) ^ 2 * u j) * hs

/-- The phases of a plane wave at the two neighbours of a site, relative to that site, add up to `2
cos(2πk/n)`. -/
theorem phase_add_phase (k : ℤ) :
    ZMod.stdAddChar (k : ZMod n) + ZMod.stdAddChar (-(k : ZMod n))
      = ((2 * Real.cos (2 * π * k / n) : ℝ) : ℂ) := by
  rw [← Int.cast_neg, ZMod.stdAddChar_coe, ZMod.stdAddChar_coe]
  push_cast
  have h1 : 2 * (π : ℂ) * Complex.I * k / n = (2 * π * k / n) * Complex.I := by ring
  have h2 : 2 * (π : ℂ) * Complex.I * (-k) / n = -(2 * π * k / n) * Complex.I := by ring
  rw [Complex.cos, h1, h2]
  ring

/-- Translating a state by `a` sites multiplies its Fourier component `k` by a phase. -/
theorem dft_shift (u : ZMod n → ℂ) (a k : ZMod n) :
    ZMod.dft (fun j => u (j + a)) k = ZMod.stdAddChar (a * k) * ZMod.dft u k := by
  simp only [ZMod.dft_apply, smul_eq_mul, Finset.mul_sum]
  refine Fintype.sum_equiv (Equiv.addRight a) _ _ fun j => ?_
  have h : a * k + -((j + a) * k) = -(j * k) := by ring
  simp only [Equiv.coe_addRight]
  rw [← mul_assoc, ← AddChar.map_add_eq_mul, h]

/-- On a ring with an even number of sites, `E` is an eigenvalue exactly when `E² = m² + (2
cos(2πk/n))²` for some integer `k`. -/
theorem isEnergy_iff_sq (hn : Even n) (m : ℝ) (E : ℂ) :
    IsEnergy n m E ↔
      ∃ k : ℤ, E ^ 2 = (m : ℂ) ^ 2 + ((2 * Real.cos (2 * π * k / n) : ℝ) : ℂ) ^ 2 := by
  have hpq : ∀ k : ZMod n, ZMod.stdAddChar k * ZMod.stdAddChar (-k) = (1 : ℂ) := by
    intro k
    rw [← AddChar.map_add_eq_mul, add_neg_cancel, AddChar.map_zero_eq_one]
  constructor
  · rintro ⟨u, hu, hE⟩
    have hlin : hamiltonian n m (E • u) = E • hamiltonian n m u := by
      ext j
      simp only [hamiltonian, Pi.smul_apply, smul_eq_mul]
      ring
    have hf : (fun j => u (j + 2)) + (fun j => u (j + (-2))) + ((m : ℂ) ^ 2 + 2) • u
        = E ^ 2 • u := by
      ext j
      have h := hamiltonian_sq hn m u j
      rw [hE, hlin, hE] at h
      simp only [Pi.smul_apply, smul_eq_mul] at h
      simp only [Pi.add_apply, Pi.smul_apply, smul_eq_mul, ← sub_eq_add_neg]
      linear_combination -h
    -- a nonzero state has a nonzero Fourier component
    obtain ⟨k, hk⟩ : ∃ k, ZMod.dft u k ≠ 0 := by
      by_contra! h
      exact hu (ZMod.dft.map_eq_zero_iff.mp (funext h))
    obtain ⟨k, rfl⟩ := ZMod.intCast_surjective k
    have h := congrArg (fun v => ZMod.dft v (k : ZMod n)) hf
    simp only [map_add, map_smul, Pi.add_apply, Pi.smul_apply, smul_eq_mul] at h
    have e1 : (2 : ZMod n) * k = k + k := by ring
    have e2 : (-2 : ZMod n) * k = -k + -k := by ring
    rw [dft_shift u 2, dft_shift u (-2), e1, e2, AddChar.map_add_eq_mul,
      AddChar.map_add_eq_mul] at h
    refine ⟨k, mul_right_cancel₀ hk ?_⟩
    rw [← phase_add_phase k]
    linear_combination -h - 2 * ZMod.dft u (k : ZMod n) * hpq k
  · rintro ⟨k, hE⟩
    have hC := phase_add_phase (n := n) k
    generalize ((2 * Real.cos (2 * π * k / n) : ℝ) : ℂ) = C at hE hC
    -- from here on `k` is the momentum as an element of `ZMod n`
    generalize (k : ZMod n) = k at hC
    have hm : ∀ j, stag n (j - 1) = -stag n j := by
      intro j
      have h := stag_add_one hn (j - 1)
      rw [sub_add_cancel] at h
      rw [h, neg_neg]
    have hs0 : stag n 0 = 1 := by simp [stag]
    have hs1 : stag n 1 = -1 := by
      have h := stag_add_one hn 0
      rwa [zero_add, hs0] at h
    have w1 : ∀ j : ZMod n, ZMod.stdAddChar ((j + 1) * k)
        = ZMod.stdAddChar (j * k) * ZMod.stdAddChar (k : ZMod n) := by
      intro j
      rw [← AddChar.map_add_eq_mul, add_mul, one_mul]
    have w2 : ∀ j : ZMod n, ZMod.stdAddChar ((j - 1) * k)
        = ZMod.stdAddChar (j * k) * ZMod.stdAddChar (-(k : ZMod n)) := by
      intro j
      rw [← AddChar.map_add_eq_mul, sub_mul, one_mul, sub_eq_add_neg]
    by_cases hc : (m : ℂ) = 0 ∧ E = C
    · -- without a potential the staggered plane wave has energy `C`
      refine ⟨fun j => stag n j * ZMod.stdAddChar (j * k), fun h => ?_, ?_⟩
      · have h0 := congrFun h 0
        simp [hs0] at h0
      · ext j
        simp only [hamiltonian, stag_add_one hn, hm, w1, w2, Pi.smul_apply, smul_eq_mul,
          hc.1, hc.2]
        linear_combination (stag n j * ZMod.stdAddChar (j * k)) * hC
    · -- otherwise mix the plane wave with its staggered partner
      refine ⟨fun j => (E - C + m * stag n j) * ZMod.stdAddChar (j * k), fun h => hc ?_, ?_⟩
      · have h0 := congrFun h 0
        have h1 := congrFun h 1
        simp only [hs0, zero_mul, AddChar.map_zero_eq_one, mul_one, Pi.zero_apply] at h0
        simp only [hs1, one_mul, Pi.zero_apply] at h1
        have h2 := (mul_eq_zero.mp h1).resolve_right (left_ne_zero_of_mul_eq_one (hpq k))
        exact ⟨by linear_combination (h0 - h2) / 2, by linear_combination (h0 + h2) / 2⟩
      · ext j
        have hs : stag n j * stag n j = 1 := by
          unfold stag
          rw [← mul_pow]
          norm_num
        simp only [hamiltonian, stag_add_one hn, hm, w1, w2, Pi.smul_apply, smul_eq_mul]
        linear_combination (-(E - C - m * stag n j) * ZMod.stdAddChar (j * k)) * hC
          + ((m : ℂ) ^ 2 * ZMod.stdAddChar (j * k)) * hs - ZMod.stdAddChar (j * k) * hE

/-- The eigenvalues of the staggered ring with an even number of sites are exactly the numbers
`±√(m² + 4 cos²(2πk/n))` with `k` an integer. -/
theorem isEnergy_iff (hn : Even n) (m : ℝ) (E : ℂ) :
    IsEnergy n m E ↔ ∃ k : ℤ, E = dispersion n m k ∨ E = -dispersion n m k := by
  rw [isEnergy_iff_sq hn]
  refine exists_congr fun k => ?_
  have h : (m : ℂ) ^ 2 + ((2 * Real.cos (2 * π * k / n) : ℝ) : ℂ) ^ 2
      = (dispersion n m k : ℂ) ^ 2 := by
    rw [← Complex.ofReal_pow (dispersion n m k), dispersion, Real.sq_sqrt (by positivity)]
    push_cast
    ring
  rw [h, sq_eq_sq_iff_eq_or_eq_neg]

/-- Every eigenvalue of the staggered ring with an even number of sites has modulus at least `|m|`.
-/
theorem gap (hn : Even n) (m : ℝ) (E : ℂ) (hE : IsEnergy n m E) : |m| ≤ ‖E‖ := by
  obtain ⟨k, hk⟩ := (isEnergy_iff hn m E).mp hE
  have h : ‖E‖ = |dispersion n m k| := by
    rcases hk with rfl | rfl <;> simp
  rw [h]
  refine le_trans (Real.abs_le_sqrt ?_) (le_abs_self _)
  nlinarith [sq_nonneg (Real.cos (2 * π * k / n))]

/-- On a ring with an even number of sites, the value `|m|` is an eigenvalue exactly when that
number is divisible by four. -/
theorem gap_edge_iff (hn : Even n) (m : ℝ) : IsEnergy n m (|m| : ℝ) ↔ 4 ∣ n := by
  have hn0 : (n : ℝ) ≠ 0 := Nat.cast_ne_zero.mpr (NeZero.ne n)
  rw [isEnergy_iff_sq hn]
  constructor
  · rintro ⟨k, hk⟩
    have h : |m| ^ 2 = m ^ 2 + (2 * Real.cos (2 * π * k / n)) ^ 2 := by exact_mod_cast hk
    rw [sq_abs] at h
    have hc : Real.cos (2 * π * k / n) = 0 := by
      refine pow_eq_zero_iff (two_ne_zero) |>.mp ?_
      linarith [mul_pow 2 (Real.cos (2 * π * k / n)) 2]
    -- a zero of the cosine on the momentum grid is a divisibility condition
    obtain ⟨l, hl⟩ := Real.cos_eq_zero_iff.mp hc
    rw [div_eq_iff hn0] at hl
    have h4 : (4 * k : ℝ) = (2 * l + 1) * n := by
      apply mul_left_cancel₀ Real.pi_ne_zero
      linear_combination 2 * hl
    have h5 : 4 * k = (2 * l + 1) * (n : ℤ) := by exact_mod_cast h4
    obtain ⟨r, hr⟩ := hn
    have hr' : (n : ℤ) = r + r := by exact_mod_cast hr
    have h6 : (4 : ℤ) ∣ (n : ℤ) := ⟨k - l * r, by linear_combination -h5 - 2 * l * hr'⟩
    exact_mod_cast h6
  · rintro ⟨q, hq⟩
    have hq' : (n : ℝ) = 4 * q := by exact_mod_cast hq
    have h : 2 * π * ((q : ℤ) : ℝ) / n = π / 2 := by
      rw [div_eq_iff hn0, hq']
      push_cast
      ring
    refine ⟨q, ?_⟩
    rw [h, Real.cos_pi_div_two, ← Complex.ofReal_pow, sq_abs]
    simp

end

end StaggeredRing
```

```lean
#print axioms StaggeredRing.isEnergy_iff
#print axioms StaggeredRing.gap
#print axioms StaggeredRing.gap_edge_iff
```

```
'StaggeredRing.isEnergy_iff' depends on axioms: [propext, Classical.choice, Quot.sound]
'StaggeredRing.gap' depends on axioms: [propext, Classical.choice, Quot.sound]
'StaggeredRing.gap_edge_iff' depends on axioms: [propext, Classical.choice, Quot.sound]
```

### How the Lean proof follows the calculation

`stag_add_one` proves the sign flip. Its inner statement `key` says that reducing an exponent modulo an even `n` does not change the power of $-1$, which deals with the seam. `hamiltonian_sq` is the formula for $H^2$: `simp only` expands both applications of the Hamiltonian, and `linear_combination` finishes with $s_j^2=1$.

`phase_add_phase` identifies the sum of the two neighbour phases with $2\cos(2\pi k/n)$. `dft_shift` proves the shift rule for the Fourier transform by reindexing the sum over sites.

`isEnergy_iff_sq` joins the two directions at the level of $E^2$. In the forward direction, `hf` is the equation $H^2u=E^2u$ written with shifted functions. The proof picks a Fourier component that is not zero, transforms `hf`, and cancels that component with `mul_right_cancel₀`. The relation `hpq`, which says that opposite phases multiply to 1, turns the two-site phases into the square of the cosine term.

In the reverse direction, the cosine term is replaced by a symbol `C`, of which only two facts are kept: it is the sum of the neighbour phases, and $E^2=m^2+C^2$. The `by_cases` separates $m=0$, $E=C$ from everything else. The first branch supplies the staggered plane wave, and the second supplies the mixture $v$, shown to be nonzero by evaluation at sites 0 and 1. In both branches `linear_combination` verifies the eigenvalue equation.

`isEnergy_iff` then rewrites the right-hand side as the square of `dispersion n m k` and uses the fact that two complex numbers with equal squares agree up to sign. `gap` drops the nonnegative cosine term under the root. `gap_edge_iff` takes the zeros of the cosine from `Real.cos_eq_zero_iff` and converts them into the integer equation $4k=(2l+1)n$.

### The two-site ring and the approach to a large ring

The smallest case is $n=2$, where both hopping terms reach the same other site. The Hamiltonian is then
$$\begin{pmatrix} m&-2\\-2&-m\end{pmatrix},$$
with eigenvalues $\pm\sqrt{m^2+4}$. This agrees with the formula, because $\cos^2(\pi k)=1$ for every integer $k$.

When 4 divides $n$, the distance between the lowest positive and highest negative energies is exactly $2|m|$ for $m\neq0$. For the other even $n$, the grid of momenta misses the zero of the cosine by $\pi/n$, and the distance is $2\sqrt{m^2+4\sin^2(\pi/n)}$, which tends to $2|m|$ as the ring grows. For this non-interacting chain, a finite momentum grid that misses the band edge therefore overestimates the gap, an effect to bear in mind when reading a gap off a sampled band structure.

### Describing the ring by two-site cells

The same ring can be modelled as $N=n/2$ cells with two sites each. Evenness is then built into the type of the states, and the sign becomes a label within the cell, so the seam needs no argument. A Fourier transform over cells gives, for $q=2\pi p/N$ with $p=0,\dots,N-1$, the matrix
$$\begin{pmatrix} m&-(1+e^{-iq})\\-(1+e^{iq})&-m\end{pmatrix},$$
whose eigenvalues are $\pm\sqrt{m^2+4\cos^2(q/2)}$, with $q/2=2\pi p/n$. That formulation would also count multiplicities, two eigenvalues for each $p$, at the price of a hopping term that treats bonds within a cell and between cells separately. The version in the file keeps the Hamiltonian in the form in which you wrote it.
